# The phase twist of a uniform vector potential is diagonal in position on a finite grid

On a finite set of grid points, each with one real coordinate `x k`, the position operator X is the diagonal matrix of these coordinates. The theorem `twist_eq_diagonal` says that for a real number A the matrix exponential exp(iAX) is the diagonal matrix with entries exp(iA `x k`). Here A stands for the component of a uniform vector potential along the coordinate, with the charge, its sign and the constants such as ħ absorbed into it. The theorem concerns these matrices alone; no Hamiltonian or quantum state enters. The attempt moves the scalar iA inside the diagonal matrix, uses `Matrix.exp_diagonal` to reduce the matrix exponential to that of the function on the diagonal, and then tries to compare the two sides at each grid point with `simp`.

The first attempt, which Lean rejects:

```lean
import Mathlib

open Matrix

namespace PAWGaugeCoupling

noncomputable section

variable {n m : Type*} [Fintype n] [DecidableEq n] [Fintype m]

/-- The position operator, diagonal on grid points with real coordinates `x`. -/
def position (x : n → ℝ) : Matrix n n ℂ := diagonal fun k => (x k : ℂ)

/-- The phase twist `exp (i A X)` for a uniform vector potential `A`. -/
def twist (x : n → ℝ) (A : ℝ) : Matrix n n ℂ :=
  NormedSpace.exp ((Complex.I * (A : ℂ)) • position x)

/-- The twist is the diagonal matrix with the phase `exp (i A x)` at each grid point. -/
theorem twist_eq_diagonal (x : n → ℝ) (A : ℝ) :
    twist x A = diagonal fun k => Complex.exp (Complex.I * A * x k) := by
  rw [twist, position, ← diagonal_smul, Matrix.exp_diagonal]
  congr 1
  funext k
  simp [Pi.exp_apply, Complex.exp_eq_exp_ℂ]

end

end PAWGaugeCoupling
```

Lean reports:

```
Main.lean:24:8: error(lean.unknownIdentifier): Unknown identifier `Pi.exp_apply`
```

Fix (accepted with no message):

```diff
@@ -22,5 +22,8 @@
   congr 1
   funext k
-  simp [Pi.exp_apply, Complex.exp_eq_exp_ℂ]
+  rw [Complex.exp_eq_exp_ℂ]
+  -- evaluation at a grid point commutes with the exponential
+  exact NormedSpace.map_exp (Pi.evalRingHom (fun _ : n => ℂ) k) (continuous_apply k)
+    ((Complex.I * (A : ℂ)) • fun j => (x j : ℂ))
 
 end
```

The message says that Lean finds no declaration called `Pi.exp_apply` under that name. The `simp` call cites it for the main step still needed: that the exponential of a function on the grid, evaluated at `k`, is the exponential of the function's value at `k`.

The repair proves this step from a general fact. First, `rw [Complex.exp_eq_exp_ℂ]` turns the complex exponential on the right into `NormedSpace.exp`, so that both sides use the same exponential. Then `NormedSpace.map_exp` says that a continuous ring homomorphism commutes with the exponential. Here the homomorphism is evaluation at `k`, given by `Pi.evalRingHom`, and `continuous_apply k` supplies its continuity. The last argument is the function being exponentiated, iA times the coordinates; its value at `k` is iA `x k`, as the right-hand side requires. The added comment only explains the step.
